# Positivity of D, Q and G does not imply T1: three particles in six orbitals

The three-index condition T1 is not redundant once the two-particle, two-hole and particle-hole matrices D, Q and G are positive semidefinite: a search over density matrices constrained by these alone can admit candidates that violate T1 and that no fermionic state has. The file below builds such candidates for three particles in six orbitals.

```lean
import Mathlib

open Matrix Finset

namespace DQGWithoutT1

noncomputable section

variable {ι : Type*} [DecidableEq ι] {A : Type*} [Ring A] [StarRing A]

/-- Kronecker delta. -/
def δ {α : Type*} [DecidableEq α] (i j : α) : ℝ := if i = j then 1 else 0

/-- The anticommutation relation `{a_i, a†_j} = δ_ij`. -/
def IsCAR (a : ι → A) : Prop :=
  ∀ i j, a i * star (a j) + star (a j) * a i = if i = j then 1 else 0

/-- A normalised, positive, real expectation functional. -/
def IsState (ω : A →+ ℝ) : Prop := ω 1 = 1 ∧ ∀ x, 0 ≤ ω (star x * x)

/-- One-particle density matrix `g(i,k) = ⟨a†_i a_k⟩`. -/
def oneRDM (ω : A →+ ℝ) (a : ι → A) : Matrix ι ι ℝ := of fun i k => ω (star (a i) * a k)

/-- Two-particle density matrix `D(ij,kl) = ⟨a†_i a†_j a_l a_k⟩`. -/
def twoRDM (ω : A →+ ℝ) (a : ι → A) : Matrix (ι × ι) (ι × ι) ℝ :=
  of fun p q => ω (star (a p.1) * star (a p.2) * a q.2 * a q.1)

/-- The two-hole matrix `Q(ij,kl)` as a function of `g` and `D`. -/
def Qmat (g : Matrix ι ι ℝ) (D : Matrix (ι × ι) (ι × ι) ℝ) : Matrix (ι × ι) (ι × ι) ℝ :=
  of fun p q => δ p.1 q.1 * δ p.2 q.2 - δ p.1 q.2 * δ p.2 q.1 - δ p.2 q.2 * g q.1 p.1
    + δ p.1 q.2 * g q.1 p.2 + δ p.2 q.1 * g q.2 p.1 - δ p.1 q.1 * g q.2 p.2 + D q.swap p.swap

/-- The particle-hole matrix `G(ij,kl) = δ_jl g(i,k) - D(il,kj)`. -/
def Gmat (g : Matrix ι ι ℝ) (D : Matrix (ι × ι) (ι × ι) ℝ) : Matrix (ι × ι) (ι × ι) ℝ :=
  of fun p q => δ p.2 q.2 * g p.1 q.1 - D (p.1, q.2) (q.1, p.2)

/-- The diagonal element of `T1` on distinct orbitals `i, j, k` as a function of `g`, `D`. -/
def T1diag (g : Matrix ι ι ℝ) (D : Matrix (ι × ι) (ι × ι) ℝ) (i j k : ι) : ℝ :=
  1 - g i i - g j j - g k k + D (i, j) (i, j) + D (i, k) (i, k) + D (j, k) (j, k)

/-- The one-particle matrix `g = 1/2`. -/
def gHalf : Matrix ι ι ℝ := of fun i k => δ i k / 2

/-- The pair-diagonal matrix `D(ij,kl) = d_ij (δ_ik δ_jl - δ_jk δ_il)`. -/
def pairD (d : ι → ι → ℝ) : Matrix (ι × ι) (ι × ι) ℝ :=
  of fun p q => d p.1 p.2 * (δ p q - δ p.swap q)

/-- Pair weights: `t` within the triples `012` and `345`, `(1 - 2t)/3` across. -/
def weight (t : ℝ) (i j : Fin 6) : ℝ := if (i < 3 ↔ j < 3) then t else (1 - 2 * t) / 3

/-- Jordan-Wigner annihilators of three modes; bit `i` of the index is occupation `i`. -/
def jw (i : Fin 3) : Matrix (Fin 8) (Fin 8) ℤ := of fun r c =>
  if c.val = r.val + 2 ^ i.val ∧ r.val / 2 ^ i.val % 2 = 0
  then ∏ j ∈ range i.val, (-1) ^ (r.val / 2 ^ j) else 0

/-- Expectation in basis state `3`, with modes `0` and `1` occupied. -/
def state3 : Matrix (Fin 8) (Fin 8) ℤ →+ ℝ where
  toFun x := (x 3 3 : ℤ)
  map_zero' := by simp
  map_add' x y := by simp

/-- The Kronecker delta is symmetric. -/
theorem δ_comm (i j : ι) : δ i j = δ j i := if_congr eq_comm rfl rfl

/-- `Q(ij,kl) = ⟨a_i a_j a†_l a†_k⟩`, `G(ij,kl) = ⟨a†_i a_j a†_l a_k⟩`, and for distinct
orbitals the `T1` diagonal is `⟨B†B⟩ + ⟨BB†⟩` with `B = a_k a_j a_i`. -/
theorem eq_expectation {a : ι → A} (h : IsCAR a) {ω : A →+ ℝ} (h1 : ω 1 = 1) :
    (∀ i j k l, ω (a i * a j * star (a l) * star (a k))
      = Qmat (oneRDM ω a) (twoRDM ω a) (i, j) (k, l)) ∧
    (∀ i j k l, ω (star (a i) * a j * star (a l) * a k)
      = Gmat (oneRDM ω a) (twoRDM ω a) (i, j) (k, l)) ∧
    ∀ i j k, i ≠ j → i ≠ k → j ≠ k →
      ω (star (a k * a j * a i) * (a k * a j * a i)) + ω (a k * a j * a i * star (a k * a j * a i))
        = T1diag (oneRDM ω a) (twoRDM ω a) i j k := by
  -- normal-ordering rules
  have r' : ∀ p q, a p * star (a q) = (if p = q then 1 else 0) - star (a q) * a p :=
    fun p q => eq_sub_of_add_eq (h p q)
  have r : ∀ p q x, a p * (star (a q) * x)
      = (if p = q then x else 0) - star (a q) * (a p * x) := fun p q x => by
    rw [← mul_assoc, r', sub_mul, mul_assoc, ite_mul, one_mul, zero_mul]
  refine ⟨fun i j k l => ?_, fun i j k l => ?_, fun i j k hij hik hjk => ?_⟩
  · simp only [mul_assoc]
    simp only [Qmat, oneRDM, twoRDM, δ, of_apply, Prod.swap_prod_mk, mul_assoc, r, r', mul_sub,
      mul_ite, mul_one, mul_zero, map_sub, apply_ite (⇑ω), map_zero, h1]
    split_ifs <;> ring
  · simp only [mul_assoc]
    simp only [Gmat, oneRDM, twoRDM, δ, of_apply, mul_assoc, r, mul_sub,
      mul_ite, mul_zero, map_sub, apply_ite (⇑ω), map_zero]
    split_ifs <;> ring
  · simp only [T1diag, oneRDM, twoRDM, of_apply, star_mul, mul_assoc, r, r', mul_sub, hij, hik,
      hjk, hij.symm, hik.symm, hjk.symm, eq_self, if_true, if_false, mul_zero,
      map_sub, map_zero, h1]
    ring

/-- In every state the `T1` diagonal on distinct orbitals is nonnegative. -/
theorem T1diag_nonneg {a : ι → A} (h : IsCAR a) {ω : A →+ ℝ} (hω : IsState ω) {i j k : ι}
    (hij : i ≠ j) (hik : i ≠ k) (hjk : j ≠ k) : 0 ≤ T1diag (oneRDM ω a) (twoRDM ω a) i j k := by
  have h2 := hω.2 (star (a k * a j * a i))
  rw [star_star] at h2
  rw [← (eq_expectation h hω.1).2.2 i j k hij hik hjk]
  exact add_nonneg (hω.2 _) h2

/-- The Jordan-Wigner matrices obey the relation, `state3` is a state, and `D(01,01) = 1`. -/
theorem car_witness : IsCAR jw ∧ IsState state3 ∧ twoRDM state3 jw (0, 1) (0, 1) = 1 := by
  refine ⟨by unfold IsCAR; decide +kernel, ⟨by simp [state3], fun x => ?_⟩, ?_⟩
  · have h : 0 ≤ (star x * x) 3 3 := by
      rw [mul_apply]
      exact sum_nonneg fun k _ => mul_self_nonneg (x k 3)
    show (0 : ℝ) ≤ (((star x * x) 3 3 : ℤ) : ℝ)
    exact_mod_cast h
  · have h : (star (jw 0) * star (jw 1) * jw 1 * jw 0) 3 3 = 1 := by decide +kernel
    show (((star (jw 0) * star (jw 1) * jw 1 * jw 0) 3 3 : ℤ) : ℝ) = 1
    exact_mod_cast h

variable [Fintype ι]

/-- A pair-diagonal `D` with symmetric nonnegative weights is positive semidefinite. -/
theorem pairD_posSemidef {d : ι → ι → ℝ} (hs : ∀ i j, d i j = d j i) (hd : ∀ i j, 0 ≤ d i j) :
    (pairD d).PosSemidef := by
  refine posSemidef_iff_dotProduct_mulVec.mpr ⟨IsHermitian.ext ?_, fun x => ?_⟩
  · rintro ⟨i, j⟩ ⟨k, l⟩
    have e1 : d k l * δ (k, l) (i, j) = d i j * δ (i, j) (k, l) := by
      by_cases h : (i, j) = (k, l)
      · cases h; rfl
      · rw [δ, δ, if_neg h, if_neg (Ne.symm h), mul_zero, mul_zero]
    have e2 : d k l * δ (l, k) (i, j) = d i j * δ (j, i) (k, l) := by
      by_cases h : (j, i) = (k, l)
      · rw [← (Prod.mk.inj h).1, ← (Prod.mk.inj h).2]
        simp [δ, hs j i]
      · have h' : ¬ (l, k) = (i, j) := fun e => h (by cases e; rfl)
        rw [δ, δ, if_neg h, if_neg h', mul_zero, mul_zero]
    simp only [star_trivial, pairD, of_apply, Prod.swap_prod_mk, mul_sub, e1, e2]
  · have hv : ∀ p, (pairD d *ᵥ x) p = d p.1 p.2 * (x p - x p.swap) := fun p => by
      simp [mulVec, dotProduct, pairD, δ, mul_sub, sub_mul, sum_sub_distrib]
    -- symmetrise: twice the form is `∑ d_ij (x_ij - x_ji)²`
    have hsw : ∑ p : ι × ι, x p * (d p.1 p.2 * (x p - x p.swap))
        = ∑ p : ι × ι, x p.swap * (d p.1 p.2 * (x p.swap - x p)) :=
      Fintype.sum_equiv (Equiv.prodComm ι ι) _ _ (by rintro ⟨i, j⟩; simp [hs i j])
    have hsum : 0 ≤ ∑ p : ι × ι, (x p * (d p.1 p.2 * (x p - x p.swap))
        + x p.swap * (d p.1 p.2 * (x p.swap - x p))) := sum_nonneg fun p _ =>
      (mul_nonneg (hd p.1 p.2) (sq_nonneg (x p - x p.swap))).trans_eq (by ring)
    rw [sum_add_distrib] at hsum
    simp only [star_trivial, dotProduct, hv]
    linarith

omit [Fintype ι] in
/-- For `g = 1/2`, `Q` is positive semidefinite whenever `D` is. -/
theorem Qmat_posSemidef {D : Matrix (ι × ι) (ι × ι) ℝ} (hD : D.PosSemidef) :
    (Qmat gHalf D).PosSemidef := by
  have e : Qmat gHalf D = Dᵀ.submatrix Prod.swap Prod.swap := by
    ext ⟨i, j⟩ ⟨k, l⟩
    simp only [Qmat, gHalf, of_apply, submatrix_apply, transpose_apply]
    rw [δ_comm k i, δ_comm k j, δ_comm l i, δ_comm l j]
    ring
  exact e ▸ hD.transpose.submatrix _

/-- For `g = 1/2` and symmetric weights `d ≤ 1/2`, `G` is positive semidefinite once the form
`∑ y_i ((1/2 - d_ii) y_i + ∑ d_ik y_k)` is nonnegative. -/
theorem Gmat_posSemidef {d : ι → ι → ℝ} (hs : ∀ i j, d i j = d j i) (hd : ∀ i j, d i j ≤ 1 / 2)
    (hM : ∀ y : ι → ℝ, 0 ≤ ∑ i, y i * ((1 / 2 - d i i) * y i + ∑ k, d i k * y k)) :
    (Gmat gHalf (pairD d)).PosSemidef := by
  -- diagonal part plus density-density block
  have hG : ∀ p q, Gmat gHalf (pairD d) p q
      = (1 / 2 - d p.1 p.2) * δ p q + δ p.1 p.2 * (d p.1 q.1 * δ q.1 q.2) := by
    rintro ⟨i, j⟩ ⟨k, l⟩
    have hp : ∀ i j k l : ι, δ (i, j) (k, l) = δ i k * δ j l := fun i j k l => by
      by_cases h1 : i = k <;> by_cases h2 : j = l <;> simp [δ, h1, h2]
    have e : ∀ j, d i l * δ j l = d i j * δ j l := fun j => by
      by_cases h : j = l <;> simp [δ, h]
    simp only [Gmat, gHalf, pairD, of_apply, Prod.swap_prod_mk, hp]
    rw [δ_comm l j, δ_comm l k]
    linear_combination (-(δ i k)) * e j + δ i j * e k
  refine posSemidef_iff_dotProduct_mulVec.mpr ⟨IsHermitian.ext fun p q => ?_, fun x => ?_⟩
  · have e : (1 / 2 - d q.1 q.2) * δ q p = (1 / 2 - d p.1 p.2) * δ p q := by
      by_cases h : p = q
      · rw [h]
      · rw [δ, δ, if_neg h, if_neg (Ne.symm h), mul_zero, mul_zero]
    rw [star_trivial, hG, hG, e, hs q.1 p.1]
    ring
  · have h1 : ∀ k, ∑ l, δ k l * x (k, l) = x (k, k) := fun k => by simp [δ]
    have hv : ∀ p, (Gmat gHalf (pairD d) *ᵥ x) p
        = (1 / 2 - d p.1 p.2) * x p + δ p.1 p.2 * ∑ k, d p.1 k * x (k, k) := fun p => by
      simp only [mulVec, dotProduct, hG, add_mul, sum_add_distrib]
      congr 1
      · simp [δ]
      · simp only [Fintype.sum_prod_type, mul_assoc, ← mul_sum, h1]
    simp only [star_trivial, dotProduct, hv, Fintype.sum_prod_type]
    refine (hM fun i => x (i, i)).trans (sum_le_sum fun i _ => ?_)
    simp only [mul_add, sum_add_distrib]
    refine add_le_add (single_le_sum (f := fun j => x (i, j) * ((1 / 2 - d i j) * x (i, j)))
      (fun j _ => ?_) (mem_univ i)) (le_of_eq (by simp [δ]))
    show 0 ≤ x (i, j) * ((1 / 2 - d i j) * x (i, j))
    nlinarith [mul_nonneg (sub_nonneg.2 (hd i j)) (mul_self_nonneg (x (i, j)))]

/-- For `1/8 ≤ t ≤ 1/2`: `D` is antisymmetric, contracts to `2g`, and `D, Q, G` are positive
semidefinite, while the `T1` diagonal on either triple is `3t - 1/2`. -/
theorem family {t : ℝ} (h1 : 1 / 8 ≤ t) (h2 : t ≤ 1 / 2) :
    (∀ p q, pairD (weight t) p.swap q = -pairD (weight t) p q) ∧
    (∀ i k, ∑ j, pairD (weight t) (i, j) (k, j) = 2 * gHalf i k) ∧
    (pairD (weight t)).PosSemidef ∧ (Qmat gHalf (pairD (weight t))).PosSemidef ∧
    (Gmat gHalf (pairD (weight t))).PosSemidef ∧
    T1diag gHalf (pairD (weight t)) 0 1 2 = 3 * t - 1 / 2 ∧
    T1diag gHalf (pairD (weight t)) 3 4 5 = 3 * t - 1 / 2 := by
  have hs : ∀ i j, weight t i j = weight t j i := fun i j => if_congr Iff.comm rfl rfl
  have hD := pairD_posSemidef hs fun i j => by unfold weight; split_ifs <;> linarith
  refine ⟨?_, fun i k => ?_, hD, Qmat_posSemidef hD, Gmat_posSemidef hs
    (fun i j => by unfold weight; split_ifs <;> linarith) fun y => ?_, ?_, ?_⟩
  · rintro ⟨i, j⟩ q
    simp only [pairD, of_apply, Prod.swap_prod_mk, hs j i]
    ring
  · fin_cases i <;> fin_cases k <;> simp [pairD, gHalf, δ, weight, Fin.sum_univ_six] <;> ring
  · -- sum of squares with coefficients `1/2 - t` and `t - 1/8`
    have p1 : 0 ≤ (y 0 - y 1) ^ 2 + (y 0 - y 2) ^ 2 + (y 1 - y 2) ^ 2 + (y 3 - y 4) ^ 2
      + (y 3 - y 5) ^ 2 + (y 4 - y 5) ^ 2 := by positivity
    have p2 : 0 ≤ (y 0 + y 1 + y 2) ^ 2 + (y 3 + y 4 + y 5) ^ 2 := by positivity
    simp [weight, Fin.sum_univ_six]
    nlinarith [mul_nonneg (sub_nonneg.2 h2) p1, mul_nonneg (sub_nonneg.2 h1) p2,
      mul_nonneg (sub_nonneg.2 h2) (sq_nonneg (y 0 + y 1 + y 2 + y 3 + y 4 + y 5))]
  all_goals (simp [T1diag, pairD, gHalf, δ, weight]; ring)

/-- With weights `1/8` within a triple and `1/4` across, `D` contracts to `2g` and `D, Q, G`
are positive semidefinite, but the `T1` diagonal on the triple `012` is `-1/8`. -/
theorem DQG_not_imp_T1 (D : Matrix (Fin 6 × Fin 6) (Fin 6 × Fin 6) ℝ)
    (hD : D = pairD fun i j => if (i < 3 ↔ j < 3) then 1 / 8 else 1 / 4) :
    (∀ i k, ∑ j, D (i, j) (k, j) = 2 * gHalf i k) ∧ D.PosSemidef ∧ (Qmat gHalf D).PosSemidef ∧
    (Gmat gHalf D).PosSemidef ∧ T1diag gHalf D 0 1 2 = -1 / 8 := by
  have e : D = pairD (weight (1 / 8)) := by
    rw [hD]; congr 1; funext i j; exact if_congr Iff.rfl rfl (by norm_num)
  obtain ⟨-, a, b, c, d, f, -⟩ := family (t := 1 / 8) le_rfl (by norm_num)
  rw [e]
  exact ⟨a, b, c, d, by rw [f]; norm_num⟩

/-- For `t < 1/6` no state on six fermionic modes has `g = 1/2` and the `D` of the family. -/
theorem not_representable {t : ℝ} (ht : t < 1 / 6) {a : Fin 6 → A} (h : IsCAR a) {ω : A →+ ℝ}
    (hω : IsState ω) : ¬ (oneRDM ω a = gHalf ∧ twoRDM ω a = pairD (weight t)) := by
  rintro ⟨hg, hD⟩
  have h0 := T1diag_nonneg h hω (i := 0) (j := 1) (k := 2) (by decide) (by decide) (by decide)
  have e : T1diag gHalf (pairD (weight t)) 0 1 2 = 3 * t - 1 / 2 := by
    simp [T1diag, pairD, gHalf, δ, weight]
    ring
  rw [hg, hD, e] at h0
  linarith

end

end DQGWithoutT1
```

```lean
#print axioms DQGWithoutT1.DQG_not_imp_T1
#print axioms DQGWithoutT1.not_representable
```

```
'DQGWithoutT1.DQG_not_imp_T1' depends on axioms: [propext, Classical.choice, Quot.sound]
'DQGWithoutT1.not_representable' depends on axioms: [propext, Classical.choice, Quot.sound]
```

The orbitals are numbered 0 to 5 and split into the triples 012 and 345. With δ the Kronecker delta and t a real parameter, the candidate one-particle matrix g and two-particle matrix D are

g(i,k) = δ_ik / 2
D(ij,kl) = d_ij (δ_ik δ_jl − δ_jk δ_il)

where the pair weight d_ij is t for i, j in the same triple and s = (1 − 2t)/3 otherwise. These are `gHalf` and `pairD (weight t)`. The theorem `family` says that for 1/8 ≤ t ≤ 1/2 this D changes sign under i ↔ j, that Σ_j D(ij,kj) = 2 g(i,k), that D, Q and G are positive semidefinite, and that the diagonal element of T1 on either triple is 3t − 1/2. `DQG_not_imp_T1` is the case t = 1/8, with weights 1/8 and 1/4 and the value −1/8 on the triple 012. `not_representable` says that for t < 1/6 no state on six fermionic modes has this g and this D. For 1/8 ≤ t < 1/6 both theorems apply.

The meaning of the matrices comes from annihilation operators a_i with adjoints a†_i and an expectation value ⟨·⟩. The conventions of `oneRDM` and `twoRDM` are

g(i,k) = ⟨a†_i a_k⟩
D(ij,kl) = ⟨a†_i a†_j a_l a_k⟩

with no factor 1/2, so that for N particles tr g = N and D contracts to (N − 1) g. Here tr g = 3, and the factor 2 is N − 1; particle number enters the statements in no other way. For fermions D(ij,ij) with i ≠ j is the probability ⟨n_i n_j⟩ that both orbitals are occupied, n_i = a†_i a_i, so t and s are pair occupations at half filling. The weight d_ii = t cancels in D.

The operators live in any ring `A` with an adjoint `star`. `IsCAR` demands {a_i, a†_j} = δ_ij only; {a_i, a_j} = 0 is never used, so the theorems cover fermions as a special case. A state is an additive map `ω : A →+ ℝ` with ω(1) = 1 and ω(x†x) ≥ 0 (`IsState`). A physical state with density operator ρ has complex expectation values tr(ρx) and enters through its real part ω(x) = Re tr(ρx), which is additive, normalised and positive and gives the same g and D whenever these are real, as the candidates are. In this way pure states with complex amplitudes, mixed states and states of indefinite particle number are all covered, and `not_representable` excludes them as well. `car_witness` gives an instance on three modes: the 8 × 8 Jordan–Wigner matrices `jw` and the basis state with modes 0 and 1 occupied, where D(01,01) = 1 confirms the sign convention. No six-mode instance is constructed.

All matrices are real, and `PosSemidef` includes symmetry. Only the diagonal of T1 on distinct orbitals is defined, which suffices because a matrix with a negative diagonal entry is not positive semidefinite. The theorems do not say that the family is representable for t ≥ 1/6, treat no other number of orbitals or particles, and do not prove that D, Q and G of a state are positive. For variational two-particle density-matrix calculations the consequence is that, in this spinless six-orbital model, adding T1 strictly shrinks the set allowed by D, Q, G and the contraction; no Hamiltonian or energy is involved.

The definitions `Qmat`, `Gmat` and `T1diag` are functions of (g, D), and `eq_expectation` ties them to operators by normal ordering with a_p a†_q = δ_pq − a†_q a_p. One application gives

G(ij,kl) = ⟨a†_i a_j a†_l a_k⟩ = δ_jl g(i,k) − D(il,kj).

For Q(ij,kl) = ⟨a_i a_j a†_l a†_k⟩,

a_i a_j a†_l a†_k = δ_jl (δ_ik − a†_k a_i) − (δ_il − a†_l a_i)(δ_jk − a†_k a_j),

and ordering a†_l a_i a†_k a_j = δ_ik a†_l a_j − a†_l a†_k a_i a_j yields

Q(ij,kl) = δ_ik δ_jl − δ_il δ_jk − δ_jl g(k,i) + δ_il g(k,j) + δ_jk g(l,i) − δ_ik g(l,j) + D(lk,ji).

For distinct i, j, k put B = a_k a_j a_i and X = a_k a_j a†_j a†_k. Replacing a_i a†_i by 1 − a†_i a_i, then moving a†_i two places left and a_i two places right, gives

BB† = X − a†_i X a_i
X = 1 − n_j − n_k + a†_j a†_k a_k a_j.

The last term of a†_i X a_i is B†B, so the three-particle operator cancels in the sum:

T1(ijk,ijk) = ⟨B†B⟩ + ⟨BB†⟩ = 1 − g(i,i) − g(j,j) − g(k,k) + D(ij,ij) + D(ik,ik) + D(jk,jk).

For fermions this is the probability that the three orbitals are all full plus the probability that they are all empty. In Lean the rules `r` and `r'` are handed to `simp only`, which normal-orders the products, and for Q and G `split_ifs` with `ring` compares the Kronecker cases; for the T1 diagonal the distinctness hypotheses remove the deltas and `ring` alone finishes. `T1diag_nonneg` applies positivity of ω to B and to B† and adds the two inequalities.

The contraction follows from the row sums of the weights:

Σ_j D(ij,kj) = δ_ik (Σ_j d_ij − d_ii) = δ_ik (2t + 3s) = δ_ik = 2 g(i,k).

`family` checks the 36 index pairs with `fin_cases`. The value of T1 on a triple is 1 − 3/2 + 3t.

For a real vector x on pairs, (Dx)_ij = d_ij (x_ij − x_ji). Relabelling i ↔ j in the quadratic form and averaging, which needs d_ij = d_ji, gives

xᵀDx = ½ Σ_ij d_ij (x_ij − x_ji)².

In `pairD_posSemidef`, `hsw` is the relabelling and `hsum` the termwise sign. The weights t and s are nonnegative in the stated range, s because t ≤ 1/2.

At g = δ/2 the coefficients of δ_ik δ_jl and of δ_il δ_jk in Q are both ±(1 − ½ − ½) = 0, so Q(ij,kl) = D(lk,ji). `Qmat_posSemidef` writes this as `Dᵀ.submatrix Prod.swap Prod.swap`, and transposing and relabelling preserve positivity.

Inserting the pair form into G gives `hG`:

G(ij,kl) = (½ − d_ij) δ_ik δ_jl + δ_ij δ_kl d_ik.

With y_i = x_ii and d_ij ≤ ½, dropping the nonnegative terms (½ − d_ij) x_ij² with i ≠ j leaves

xᵀGx ≥ M(y) = Σ_i (½ − d_ii) y_i² + Σ_ik d_ik y_i y_k.

`Gmat_posSemidef` takes M ≥ 0 as its hypothesis `hM`, and `family` discharges it. Let S = y_0 + y_1 + y_2, S′ = y_3 + y_4 + y_5, and let P be the sum of the six squared differences (y_i − y_k)² within the triples. Then

M = (½ − t) Σ y_i² + t (S² + S′²) + 2s SS′
Σ y_i² = (P + S² + S′²)/3
2SS′ = (S + S′)² − S² − S′²,

and with s = ⅔ (½ − t),

M = ⅓ (½ − t) P + (4/3)(t − 1/8)(S² + S′²) + ⅔ (½ − t)(S + S′)².

The three products given to `nlinarith` are these three terms without their constant factors, with `p1` for P and `p2` for S² + S′². The bound d ≤ ½ holds because s ≤ 1/4 when t ≥ 1/8.

`DQG_not_imp_T1` identifies its weights with `weight (1 / 8)` and specialises `family`. `not_representable` substitutes g and D into `T1diag_nonneg` on the triple 012, obtains 0 ≤ 3t − 1/2, and contradicts t < 1/6.

A side observation, which the file does not prove, relates the two thresholds. With N_A and N_B the particle numbers in the two triples, the choice y = (1, 1, 1, −1, −1, −1) would make M equal to ⟨(N_A − N_B)²⟩ = 24t − 3. Positivity of G asks this to be at least 0, which is t ≥ 1/8, while three particles have N_A − N_B odd and so require at least 1, which is t ≥ 1/6.
